# For Hermitian H, positive definite S and a C² eigenvector, the first-order state gives the generalized eigenvalue with error O(t⁴)

Take two levels with overlap $S=\mathrm{diag}(1,2)$ and, for a real parameter $t$,

$$H(t)=\begin{pmatrix}t+t^4&-t^2\\-t^2&1+2t\end{pmatrix},\qquad u(t)=\begin{pmatrix}1\\t^2\end{pmatrix}.$$

Multiplication gives $Hu=(t,2t^3)^T=t\,Su$, so the energy is $e(t)=t$. Since $u'(0)=0$, the first-order state is $v=u(0)+t\,u'(0)=(1,0)^T$. It misses $u$ by $t^2$, yet its quotient $\langle v,Hv\rangle/\langle v,Sv\rangle=t+t^4$ misses the energy only by $t^4$: the state error enters squared.

An error of order $t^4$ is also the general bound for small $t$, when finite Hermitian matrices $H(t)$ and positive definite matrices $S(t)$ are continuous at $t=0$ and have an eigenvector $u(t)$ that is C² there, with $u(0)\ne0$.

```lean
import Mathlib

open Matrix Filter Topology Asymptotics
open scoped ComplexOrder

namespace OverlapPerturbation

noncomputable section

variable {n : Type*} [Fintype n]
```

## Energy as a quotient of two forms

For a matrix $A$ and a vector $v$, write $\langle v,Av\rangle=v^\dagger Av$. The index type `n` labels a finite basis.

```lean
/-- The expectation form `<v, A v>` of a matrix `A` in the vector `v`. -/
def form (A : Matrix n n ℂ) (v : n → ℂ) : ℂ := star v ⬝ᵥ (A *ᵥ v)
```

The trial energy is $R(v)=\langle v,Hv\rangle/\langle v,Sv\rangle$, which needs no normalisation of $v$. Lean keeps it as a complex number.

```lean
/-- The generalized Rayleigh quotient `<v, H v> / <v, S v>`, meant for `<v, S v> ≠ 0`. -/
def rayleigh (H S : Matrix n n ℂ) (v : n → ℂ) : ℂ := form H v / form S v
```

In matrix elements, $\langle v,Av\rangle=\sum_{ij}v_i^*A_{ij}v_j$.

```lean
/-- The expectation form written out in matrix elements. -/
theorem form_eq_sum (A : Matrix n n ℂ) (v : n → ℂ) :
    form A v = ∑ i, ∑ j, star (v i) * A i j * v j := by
  simp only [form, dotProduct, Matrix.mulVec, Finset.mul_sum, mul_assoc, Pi.star_apply]
```

## The state error enters twice

Let $H$ and $S$ be Hermitian, $e$ real and $Hu=eSu$. Then $A=H-eS$ is Hermitian, with $Au=0$ and $u^\dagger A=0$. Expanding $\langle v-u,A(v-u)\rangle$ leaves only $\langle v,Av\rangle$, hence

$$\langle v,Hv\rangle-e\langle v,Sv\rangle=\langle v-u,(H-eS)(v-u)\rangle.$$

In the code, `key` removes the shift by $u$, and `hl` is the adjoint equation $u^\dagger A=0$.

```lean
/-- For Hermitian `H` and `S`, real `e` and `H u = e S u`, the energy residual of any trial
vector `v` is quadratic in its error `v - u`. -/
theorem form_residual {H S : Matrix n n ℂ} {e : ℝ} {u : n → ℂ}
    (hH : H.IsHermitian) (hS : S.IsHermitian)
    (hu : H *ᵥ u = (e : ℂ) • (S *ᵥ u)) (v : n → ℂ) :
    form H v - e * form S v = form (H - (e : ℂ) • S) (v - u) := by
  -- a Hermitian matrix that annihilates `u` does not see a shift by `u`
  have key : ∀ A : Matrix n n ℂ, Aᴴ = A → A *ᵥ u = 0 → form A (v - u) = form A v := by
    intro A hA h0
    have hl : star u ᵥ* A = 0 := by
      have h := congrArg star h0
      rwa [Matrix.star_mulVec, hA, star_zero] at h
    unfold form
    rw [Matrix.mulVec_sub, h0, sub_zero, star_sub, sub_dotProduct,
      Matrix.dotProduct_mulVec (star u), hl, zero_dotProduct, sub_zero]
  rw [key]
  · simp only [form, Matrix.sub_mulVec, Matrix.smul_mulVec, dotProduct_sub, dotProduct_smul,
      smul_eq_mul]
  · simp [Matrix.conjTranspose_sub, Matrix.conjTranspose_smul, hH.eq, hS.eq]
  · rw [Matrix.sub_mulVec, Matrix.smul_mulVec, hu, sub_self]
```

The denominator needs a limit. If $A(t)\to A_0$ and $v(t)\to v_0$, every term of the double sum converges, so $\langle v,Av\rangle\to\langle v_0,A_0v_0\rangle$.

```lean
/-- If a matrix and a vector have limits as `t → 0`, the expectation form tends to the
expectation form of the limits. -/
theorem form_tendsto {A : ℝ → Matrix n n ℂ} {v : ℝ → n → ℂ} {A₀ : Matrix n n ℂ} {v₀ : n → ℂ}
    (hA : Tendsto A (𝓝 0) (𝓝 A₀)) (hv : Tendsto v (𝓝 0) (𝓝 v₀)) :
    Tendsto (fun t => form (A t) (v t)) (𝓝 0) (𝓝 (form A₀ v₀)) := by
  have h2 : ∀ i, Tendsto (fun t => v t i) (𝓝 0) (𝓝 (v₀ i)) := tendsto_pi_nhds.1 hv
  have h1 : ∀ i j, Tendsto (fun t => A t i j) (𝓝 0) (𝓝 (A₀ i j)) := by
    intro i j
    have hc : Continuous fun M : Matrix n n ℂ => M i j := continuous_id.matrix_elem i j
    exact (hc.tendsto A₀).comp hA
  simp only [form_eq_sum]
  refine tendsto_finsetSum _ fun i _ => tendsto_finsetSum _ fun j _ => ?_
  exact ((h2 i).star.mul (h1 i j)).mul (h2 j)
```

The numerator needs an order. If $w=O(t^{m+1})$ and $A$ is continuous at 0, each term $w_i^*A_{ij}w_j$ is a product of orders $t^{m+1}$, $1$ and $t^{m+1}$. The finite sum is therefore $O(t^{2m+2})$.

```lean
/-- If `A` is continuous at `0` and `w` is of order `t ^ (m + 1)`, then `<w, A w>` is of order
`t ^ (2 m + 2)`. -/
theorem form_isBigO {A : ℝ → Matrix n n ℂ} {w : ℝ → n → ℂ} {m : ℕ}
    (hA : ContinuousAt A 0) (hw : w =O[𝓝 0] fun t : ℝ => t ^ (m + 1)) :
    (fun t => form (A t) (w t)) =O[𝓝 0] fun t : ℝ => t ^ (2 * m + 2) := by
  -- each matrix element contributes two factors of the small vector
  have hterm : ∀ i j, (fun t => star (w t i) * A t i j * w t j)
      =O[𝓝 0] fun t : ℝ => t ^ (2 * m + 2) := by
    intro i j
    have hi := isBigO_pi.1 hw
    have hs : (fun t => star (w t i)) =O[𝓝 0] fun t : ℝ => t ^ (m + 1) := by
      refine IsBigO.of_norm_left ?_
      simpa only [norm_star] using (hi i).norm_left
    have hc : Continuous fun M : Matrix n n ℂ => M i j := continuous_id.matrix_elem i j
    have hij : Tendsto (fun t => A t i j) (𝓝 0) (𝓝 (A 0 i j)) := (hc.tendsto (A 0)).comp hA
    have h := (hs.mul (hij.isBigO_one ℝ)).mul (hi j)
    refine h.congr_right fun t => ?_
    ring
  have hsum : ∀ (s : Finset n) (g : n → ℝ → ℂ),
      (∀ i, g i =O[𝓝 0] fun t : ℝ => t ^ (2 * m + 2)) →
      (fun t => ∑ i ∈ s, g i t) =O[𝓝 0] fun t : ℝ => t ^ (2 * m + 2) := by
    classical
    intro s g hg
    induction s using Finset.induction_on with
    | empty => exact IsBigO.of_bound 0 (by simp)
    | insert a s ha ih =>
      simp only [Finset.sum_insert ha]
      exact (hg a).add ih
  simp only [form_eq_sum]
  exact hsum _ (fun i t => ∑ j, star (w t i) * A t i j * w t j) fun i =>
    hsum _ (fun j t => star (w t i) * A t i j * w t j) fun j => hterm i j
```

## From a derivative bound to a state error

Suppose $f(0)=0$ and $\|f'(y)\|\le C|y|^p$ near 0. For $|y|\le|t|$ the derivative is at most $C|t|^p$, so

$$\|f(t)\|=\|f(t)-f(0)\|\le C|t|^p\,|t|=C|t|^{p+1}.$$

The Mathlib device here is `Convex.norm_image_sub_le_of_norm_hasDerivWithin_le`, the mean value inequality on a convex set. For a vector function there need be no single point $\xi$ with $f(t)-f(0)=t f'(\xi)$, because different components may need different points; the inequality still holds. The convex set is `Metric.closedBall (0 : ℝ) ‖t‖`, the interval $[-|t|,|t|]$, which treats both signs of $t$ together.

```lean
/-- A vector function that vanishes at `0` and whose derivative is of order `t ^ p` is itself
of order `t ^ (p + 1)`. -/
theorem isBigO_of_deriv {f f' : ℝ → n → ℂ} {p : ℕ}
    (hf : ∀ᶠ t in 𝓝 (0 : ℝ), HasDerivAt f (f' t) t) (h0 : f 0 = 0)
    (h : f' =O[𝓝 0] fun t : ℝ => t ^ p) : f =O[𝓝 0] fun t : ℝ => t ^ (p + 1) := by
  obtain ⟨C, hC0, hC⟩ := h.exists_nonneg
  obtain ⟨ε, hε, hb⟩ := Metric.eventually_nhds_iff_ball.1 (hf.and hC.bound)
  refine IsBigO.of_bound C ?_
  filter_upwards [Metric.ball_mem_nhds (0 : ℝ) hε] with t ht
  have hin : ∀ y ∈ Metric.closedBall (0 : ℝ) ‖t‖, y ∈ Metric.ball (0 : ℝ) ε := by
    intro y hy
    rw [mem_closedBall_zero_iff] at hy
    rw [mem_ball_zero_iff] at ht ⊢
    exact lt_of_le_of_lt hy ht
  -- mean value inequality on the interval `|y| ≤ |t|`
  have hm := Convex.norm_image_sub_le_of_norm_hasDerivWithin_le
    (f := f) (f' := f') (C := C * ‖t‖ ^ p) (s := Metric.closedBall (0 : ℝ) ‖t‖)
    (x := 0) (y := t)
    (fun y hy => (hb y (hin y hy)).1.hasDerivWithinAt)
    (fun y hy => by
      have h1 := (hb y (hin y hy)).2
      rw [norm_pow] at h1
      rw [mem_closedBall_zero_iff] at hy
      exact h1.trans (by gcongr))
    (convex_closedBall _ _) (by simp) (by simp)
  rw [h0, sub_zero, sub_zero] at hm
  rw [norm_pow, pow_succ, ← mul_assoc]
  exact hm
```

## Energy error of a trial state

Dividing the residual identity by the denominator gives

$$R(v)-e=\frac{\langle v-u,(H-eS)(v-u)\rangle}{\langle v,Sv\rangle}.$$

If $v-u=O(t^{m+1})$, the numerator is $O(t^{2m+2})$. The denominator tends to $\langle u(0),S(0)u(0)\rangle$, which is positive because $S(0)$ is positive definite and $u(0)\ne0$.

The hypotheses marked `∀ᶠ t in 𝓝 0` hold for all sufficiently small $t$. Positive definiteness of $S$ means that every nonzero vector has positive norm in the overlap metric.

In the limiting case $m=0$, the frozen state $v=u(0)$ with $u$ differentiable at 0 has an energy error $O(t^2)$.

```lean
variable {H S : ℝ → Matrix n n ℂ} {e : ℝ → ℝ} {u : ℝ → n → ℂ}

set_option maxHeartbeats 400000 in
/-- Let `H` be Hermitian, `S` positive definite and `H u = e S u` near `0`, all continuous at `0`,
with `u 0 ≠ 0`. A trial state with error of order `t ^ (m + 1)` has a Rayleigh quotient with
error of order `t ^ (2 m + 2)`. -/
theorem trial_energy_error {v : ℝ → n → ℂ} {m : ℕ}
    (hH : ContinuousAt H 0) (hS : ContinuousAt S 0) (he : ContinuousAt e 0)
    (hu : ContinuousAt u 0) (hHh : ∀ᶠ t in 𝓝 0, (H t).IsHermitian)
    (hSp : ∀ᶠ t in 𝓝 0, (S t).PosDef)
    (heig : ∀ᶠ t in 𝓝 0, H t *ᵥ u t = (e t : ℂ) • (S t *ᵥ u t)) (hu0 : u 0 ≠ 0)
    (hv : (fun t => v t - u t) =O[𝓝 0] fun t : ℝ => t ^ (m + 1)) :
    (fun t => rayleigh (H t) (S t) (v t) - e t) =O[𝓝 0] fun t : ℝ => t ^ (2 * m + 2) := by
  -- the denominator tends to `<u(0), S(0) u(0)>`, which is not zero
  have hpow : Tendsto (fun t : ℝ => t ^ (m + 1)) (𝓝 0) (𝓝 0) := by
    simpa using (continuous_pow (m + 1)).tendsto (0 : ℝ)
  have hut : Tendsto u (𝓝 0) (𝓝 (u 0)) := hu
  have hvt : Tendsto v (𝓝 0) (𝓝 (u 0)) := by
    have h := (hv.trans_tendsto hpow).add hut
    simp only [sub_add_cancel, zero_add] at h
    exact h
  have hden : Tendsto (fun t => form (S t) (v t)) (𝓝 0) (𝓝 (form (S 0) (u 0))) :=
    form_tendsto hS hvt
  have hS0 : (S 0).PosDef := hSp.self_of_nhds
  have hpos : 0 < form (S 0) (u 0) := hS0.dotProduct_mulVec_pos hu0
  have hne : form (S 0) (u 0) ≠ 0 := hpos.ne'
  -- the numerator is quadratic in the error of the trial state
  have hec : ContinuousAt (fun t => (e t : ℂ)) 0 :=
    Complex.continuous_ofReal.continuousAt.comp he
  have hA : ContinuousAt (fun t => H t - (e t : ℂ) • S t) 0 := hH.sub (hec.smul hS)
  have h := (form_isBigO hA hv).mul ((hden.inv₀ hne).isBigO_one ℝ)
  simp only [mul_one] at h
  refine h.congr' ?_ EventuallyEq.rfl
  filter_upwards [hHh, hSp, heig, hden.eventually_ne hne] with t h1 h2 h3 h4
  rw [← form_residual h1 h2.isHermitian h3 (v t)]
  rw [rayleigh, sub_mul, mul_assoc, mul_inv_cancel₀ h4, mul_one, div_eq_mul_inv]
```

For the first-order state, set $r(t)=u(0)+t\,u'(0)-u(t)$. Then $r(0)=0$ and $r'(t)=u'(0)-u'(t)=O(t)$, since $u'$ is differentiable at 0. So $r=O(t^2)$, and $m=1$ gives, for some constant $C$ and all sufficiently small $t$,

$$|R(u(0)+t\,u'(0))-e(t)|\le C\,t^4.$$

The theorem assumes that $u$ is C² at 0; of $H$, $S$ and $e$ it asks no more smoothness than continuity at 0. The smooth eigenvector branch is assumed, not constructed, and $C$ is not computed.

This is the first-order instance of the $2n+1$ rule, by which a state correct to order $n$ gives the energy to order $2n+1$ (this $n$ is the $m$ of the code, not the index type). It is proved here as an error bound, without formulas for energy derivatives. In PAW or ultrasoft response, where $S$ can change with atomic positions, it applies to one eigenpair of given finite matrices, without self-consistent feedback from the trial state.

```lean
/-- Let `H` be Hermitian, `S` positive definite and `H u = e S u` near `0`, with `H`, `S`, `e`
continuous at `0`, `u` of class C² there and `u 0 ≠ 0`. The quotient of the first-order state
`u(0) + t u'(0)` differs from `e(t)` by at most `C t ^ 4` for some `C` and all small `t`. -/
theorem first_order_state_energy
    (hH : ContinuousAt H 0) (hS : ContinuousAt S 0) (he : ContinuousAt e 0)
    (hu : ContDiffAt ℝ 2 u 0) (hHh : ∀ᶠ t in 𝓝 0, (H t).IsHermitian)
    (hSp : ∀ᶠ t in 𝓝 0, (S t).PosDef)
    (heig : ∀ᶠ t in 𝓝 0, H t *ᵥ u t = (e t : ℂ) • (S t *ᵥ u t)) (hu0 : u 0 ≠ 0) :
    ∃ C : ℝ, ∀ᶠ t in 𝓝 (0 : ℝ),
      ‖rayleigh (H t) (S t) (u 0 + t • deriv u 0) - e t‖ ≤ C * t ^ 4 := by
  have h1 : ContDiffAt ℝ 1 u 0 := hu.of_le one_le_two
  have hd : ∀ᶠ t in 𝓝 (0 : ℝ), HasDerivAt u (deriv u t) t :=
    (h1.eventually (by simp)).mono fun t ht => (ht.differentiableAt (by simp)).hasDerivAt
  have hu' : ContDiffAt ℝ 1 (deriv u) 0 :=
    (hu.fderiv_right (m := 1) one_add_one_eq_two.le).clm_apply contDiffAt_const
  have hO : (fun t => deriv u 0 - deriv u t) =O[𝓝 0] fun t : ℝ => t ^ 1 := by
    simpa using (hu'.differentiableAt (by simp)).isBigO_sub.neg_left
  -- the first-order state is wrong only at order `t ^ 2`
  have hrem : (fun t : ℝ => u 0 + t • deriv u 0 - u t) =O[𝓝 0] fun t : ℝ => t ^ (1 + 1) := by
    refine isBigO_of_deriv ?_ (by simp) hO
    filter_upwards [hd] with t ht
    have h := (((hasDerivAt_id' t).smul_const (deriv u 0)).const_add (u 0)).fun_sub ht
    simpa only [one_smul] using h
  obtain ⟨C, hC⟩ :=
    (trial_energy_error hH hS he hu.continuousAt hHh hSp heig hu0 hrem).bound
  refine ⟨C, ?_⟩
  filter_upwards [hC] with t ht
  have h4 : ‖t ^ (2 * 1 + 2)‖ = t ^ 4 := Real.norm_of_nonneg (by positivity : (0 : ℝ) ≤ t ^ 4)
  rwa [h4] at ht
```

## The two-level model attains the fourth power

The opening example now enters as definitions.

```lean
/-- Hamiltonian of a two-level model. -/
def modelH (t : ℝ) : Matrix (Fin 2) (Fin 2) ℂ :=
  !![(t : ℂ) + (t : ℂ) ^ 4, -(t : ℂ) ^ 2; -(t : ℂ) ^ 2, 1 + 2 * (t : ℂ)]

/-- Overlap matrix of the two-level model, with diagonal entries 1 and 2. -/
def modelS : Matrix (Fin 2) (Fin 2) ℂ := Matrix.diagonal ![1, 2]

/-- The state `(1, t ^ 2)` of the two-level model. -/
def modelU (t : ℝ) : Fin 2 → ℂ := ![1, (t : ℂ) ^ 2]
```

The products computed at the start confirm the eigenvalue equation for every real $t$, and the diagonal entries 1 and 2 make $S$ positive definite.

```lean
/-- In the two-level model `H` is Hermitian, `S` is positive definite, and the state `(1, t ^ 2)`
solves `H u = e S u` with `e(t) = t`. -/
theorem model_witness (t : ℝ) : (modelH t).IsHermitian ∧ modelS.PosDef ∧
    modelH t *ᵥ modelU t = (t : ℂ) • (modelS *ᵥ modelU t) := by
  refine ⟨?_, ?_, ?_⟩
  · ext i j
    fin_cases i <;> fin_cases j <;> simp [modelH]
  · refine Matrix.PosDef.diagonal fun i => ?_
    fin_cases i <;> simp
  · ext i
    fin_cases i <;>
      simp [modelH, modelS, modelU, Matrix.mulVec, dotProduct, Fin.sum_univ_succ] <;> ring
```

Differentiating $u$ by components gives $u'(0)=0$. The quotient of $(1,0)^T$ is then $t+t^4$, so the error is exactly $t^4$ and the general bound admits no higher power.

```lean
/-- In the two-level model the quotient of the first-order state misses the energy `e(t) = t` by
exactly `t ^ 4`. -/
theorem model_error (t : ℝ) :
    rayleigh (modelH t) modelS (modelU 0 + t • deriv modelU 0) - t = (t : ℂ) ^ 4 := by
  have hd : HasDerivAt modelU 0 0 := by
    refine hasDerivAt_pi.2 fun i => ?_
    fin_cases i
    · simpa [modelU] using hasDerivAt_const (0 : ℝ) (1 : ℂ)
    · simpa [modelU] using (hasDerivAt_pow 2 (0 : ℝ)).ofReal_comp
  rw [hd.deriv]
  simp [rayleigh, form, modelH, modelS, modelU, Matrix.mulVec, dotProduct, Fin.sum_univ_succ]

end

end OverlapPerturbation
```

```lean
#print axioms OverlapPerturbation.first_order_state_energy
-- 'OverlapPerturbation.first_order_state_energy' depends on axioms: [propext, Classical.choice, Quot.sound]
#print axioms OverlapPerturbation.model_error
-- 'OverlapPerturbation.model_error' depends on axioms: [propext, Classical.choice, Quot.sound]
```
